# The $V'\,d/dr$ term of the radial scalar-relativistic equation and the Darwin expectation value

An electron in a spherical potential $V(r)$ can be treated with relativistic kinematics but without spin-orbit coupling by a radial equation of Koelling-Harmon type for $P(r) = r\,g(r)$, where $g$ is the radial factor of the large component. In atomic units, with $c$ the speed of light and $\alpha = 1/c$, that equation contains the term $-\frac{\alpha^2}{4M^2}V'(P' - P/r)$, where $M = 1 + \alpha^2(E - V)/2$ and $E$ is the energy without the rest energy $c^2$. The Pauli expansion has at the same order a multiplicative Darwin potential $\frac{\alpha^2}{8}\nabla^2 V$. One is a first-order differential operator and the other a function, and for a point nucleus the function vanishes at every $r > 0$. The question is in what sense the two agree. The problems concern this one term with $M = 1$, the order used in first-order perturbation theory for one electron in a given central field; the mass-velocity part and the solutions of the full equation do not enter.

## Definitions

All functions are real functions of one real variable, and $[f]_a^b = f(b) - f(a)$.

```lean
import Mathlib

open MeasureTheory Set Filter Topology

namespace RadialDarwin

noncomputable section
```

`C1On f f' a b` says that $f$ and $f'$ are continuous on $[a,b]$ (`Icc a b`) and that $f'$ is the derivative of $f$ on $(a,b)$ (`Ioo a b`). A potential of class $C^2$ is given by the pair `C1On V V' a b`, `C1On V' V'' a b`.

```lean
/-- `f` is C¹ on `[a,b]` with derivative `f'`: both are continuous on the closed interval and
`f'` is the derivative of `f` in the interior. -/
structure C1On (f f' : ℝ → ℝ) (a b : ℝ) : Prop where
  cont : ContinuousOn f (Icc a b)
  cont' : ContinuousOn f' (Icc a b)
  der : ∀ r ∈ Ioo a b, HasDerivAt f (f' r) r
```

The operator is $(KP)(r) = -\frac{\alpha^2}{4}V'(r)\left(P'(r) - P(r)/r\right)$.

```lean
/-- The `V' d/dr` term acting on a radial function `P`: `-(α²/4) V' (P' - P/r)`, `α = 1/c`. -/
def khOp (α : ℝ) (V P : ℝ → ℝ) (r : ℝ) : ℝ :=
  -(α ^ 2 / 4) * deriv V r * (deriv P r - P r / r)
```

The Laplacian of a spherical potential is $V'' + 2V'/r$, and the Darwin potential is $D = \frac{\alpha^2}{8}(V'' + 2V'/r)$.

```lean
/-- Laplacian of a spherical potential, `V'' + 2V'/r`. -/
def radialLaplacian (V : ℝ → ℝ) (r : ℝ) : ℝ := deriv (deriv V) r + 2 * deriv V r / r

/-- Darwin potential `(α²/8) ∇²V`. -/
def darwinPot (α : ℝ) (V : ℝ → ℝ) (r : ℝ) : ℝ := α ^ 2 / 8 * radialLaplacian V r
```

The point nucleus of charge $Z$ has $V = -Z/r$, and the hydrogen-like 1s radial factor is $g_{1s} = 2Z^{3/2}e^{-Zr}$.

```lean
/-- Point-nucleus Coulomb potential `-Z/r`. -/
def coulomb (Z r : ℝ) : ℝ := -Z / r

/-- Radial factor `2 Z^{3/2} e^{-Zr}` of the hydrogen-like 1s orbital. -/
def g1s (Z r : ℝ) : ℝ := 2 * Z * √Z * Real.exp (-Z * r)
```

The volume element $r^2\,dr$ is absorbed in $P$, so radial matrix elements are plain integrals over $r$. No normalisation is assumed: $\int PKP\,dr$ is an expectation value when $\int P^2 dr = 1$ and must otherwise be divided by $\int P^2 dr$. The constant $\alpha$ is any real number. `deriv` returns 0 where a function is not differentiable, which may happen at $a$ and $b$; the integrals therefore run over open intervals, and surface terms use the continuous function `V'`.

## (a) The symmetrised matrix element

*Task.* For $0 < a \le b$, $V \in C^2$ and $P, Q \in C^1$ on $[a,b]$, show that $QKP + PKQ$ and $DPQ$ are integrable on $(a,b)$ and
$$\int_a^b (QKP + PKQ)\,dr = 2\int_a^b DPQ\,dr - \frac{\alpha^2}{4}\,[V'PQ]_a^b .$$

*Solution.* Adding the two terms and using $QP' + PQ' = (PQ)'$,
$$QKP + PKQ = -\frac{\alpha^2}{4}V'\left((PQ)' - \frac{2PQ}{r}\right).$$
The product rule gives $V'(PQ)' = (V'PQ)' - V''PQ$, so
$$QKP + PKQ = \frac{\alpha^2}{4}\left(V'' + \frac{2V'}{r}\right)PQ - \frac{\alpha^2}{4}(V'PQ)' = 2DPQ - \frac{\alpha^2}{4}(V'PQ)'.$$
Since $a > 0$, the factor $1/r$ is continuous on $[a,b]$, so both terms on the right are continuous there and integrable. The fundamental theorem of calculus turns the last term into the surface term.

*Check.* `hd2` identifies `deriv (deriv V)` with `V''` inside the interval, because `deriv V` and `V'` agree near each interior point. The Lean function `D` is the whole density $DPQ$ and `F` is $(V'PQ)'$ written out; `cD`, `cF` give continuity and `iD`, `iF` integrability. `e2` is the pointwise identity, closed by `ring`, and `ftc` is the fundamental theorem for $V'PQ$. The last `rw` splits the integral by linearity. Only the symmetrised combination is computed, not $\int QKP\,dr$ alone.

```lean
variable {a b : ℝ} {V V' V'' P P' Q Q' g g' : ℝ → ℝ}

/-- On `[a,b]`, `a > 0`, the symmetrised matrix element `∫ (Q K P + P K Q)` is twice the Darwin
matrix element minus the surface term `(α²/4) [V' P Q]`; both integrands are integrable. -/
theorem symmetric_part (α : ℝ) (ha : 0 < a) (hab : a ≤ b) (hV : C1On V V' a b)
    (hV' : C1On V' V'' a b) (hP : C1On P P' a b) (hQ : C1On Q Q' a b) :
    IntegrableOn (fun r => Q r * khOp α V P r + P r * khOp α V Q r) (Ioo a b) ∧
    IntegrableOn (fun r => darwinPot α V r * (P r * Q r)) (Ioo a b) ∧
    ∫ r in Ioo a b, (Q r * khOp α V P r + P r * khOp α V Q r)
      = 2 * (∫ r in Ioo a b, darwinPot α V r * (P r * Q r))
        - α ^ 2 / 4 * (V' b * P b * Q b - V' a * P a * Q a) := by
  have hne : ∀ r ∈ Icc a b, r ≠ 0 := fun r hr => (ha.trans_le hr.1).ne'
  have c1 := hV'.cont
  have c2 := hV'.cont'
  have c3 := hP.cont
  have c4 := hP.cont'
  have c5 := hQ.cont
  have c6 := hQ.cont'
  have hd2 : ∀ r ∈ Ioo a b, deriv (deriv V) r = V'' r := by
    intro r hr
    have ev : deriv V =ᶠ[𝓝 r] V' := by
      filter_upwards [isOpen_Ioo.mem_nhds hr] with s hs using (hV.der s hs).deriv
    rw [ev.deriv_eq, (hV'.der r hr).deriv]
  -- D is the Darwin density, F the derivative of V' P Q
  obtain ⟨D, hD⟩ : ∃ D : ℝ → ℝ,
    D = fun r => α ^ 2 / 8 * (V'' r + 2 * V' r / r) * (P r * Q r) := ⟨_, rfl⟩
  obtain ⟨F, hF⟩ : ∃ F : ℝ → ℝ,
    F = fun r => V'' r * P r * Q r + V' r * P' r * Q r + V' r * P r * Q' r := ⟨_, rfl⟩
  have cD : ContinuousOn D (Icc a b) := by rw [hD]; fun_prop (disch := assumption)
  have cF : ContinuousOn F (Icc a b) := by rw [hF]; fun_prop
  have iD : IntegrableOn D (Ioo a b) := cD.integrableOn_Icc.mono_set Ioo_subset_Icc_self
  have iF : IntegrableOn F (Ioo a b) := cF.integrableOn_Icc.mono_set Ioo_subset_Icc_self
  have e1 : EqOn (fun r => darwinPot α V r * (P r * Q r)) D (Ioo a b) := by
    intro r hr
    simp only [darwinPot, radialLaplacian, hd2 r hr, (hV.der r hr).deriv, hD]
  -- pointwise: Q K P + P K Q = 2 D - (α²/4) (V' P Q)'
  have e2 : EqOn (fun r => Q r * khOp α V P r + P r * khOp α V Q r)
      (fun r => 2 * D r - α ^ 2 / 4 * F r) (Ioo a b) := by
    intro r hr
    simp only [khOp, (hV.der r hr).deriv, (hP.der r hr).deriv, (hQ.der r hr).deriv, hD, hF]
    ring
  have ftc : ∫ r in Ioo a b, F r = V' b * P b * Q b - V' a * P a * Q a := by
    have h := intervalIntegral.integral_eq_sub_of_hasDerivAt_of_le
      (f := fun r => V' r * P r * Q r) (f' := F) hab (by fun_prop)
      (fun r hr => (((hV'.der r hr).fun_mul (hP.der r hr)).fun_mul (hQ.der r hr)).congr_deriv
        (by simp only [hF]; ring)) (cF.intervalIntegrable_of_Icc hab)
    rw [intervalIntegral.integral_of_le hab, integral_Ioc_eq_integral_Ioo] at h
    exact h
  have iS : IntegrableOn (fun r => 2 * D r - α ^ 2 / 4 * F r) (Ioo a b) :=
    (iD.const_mul 2).sub (iF.const_mul _)
  refine ⟨iS.congr_fun e2.symm measurableSet_Ioo, iD.congr_fun e1.symm measurableSet_Ioo, ?_⟩
  rw [setIntegral_congr_fun measurableSet_Ioo e2, setIntegral_congr_fun measurableSet_Ioo e1,
    integral_sub (iD.const_mul 2) (iF.const_mul _), integral_const_mul, integral_const_mul, ftc]
```

## (b) The diagonal element with its surface term

*Task.* Under the same hypotheses on $a$, $b$, $V$, $P$, show that $PKP$ and $DP^2$ are integrable on $(a,b)$ and
$$\int_a^b PKP\,dr = \int_a^b DP^2\,dr - \frac{\alpha^2}{8}\,[V'P^2]_a^b .$$

*Solution.* With $Q = P$ in (a) the left side is $2\int PKP\,dr$ and the right side is $2\int DP^2 dr - \frac{\alpha^2}{4}[V'P^2]_a^b$. Dividing by 2 gives the claim.

*Check.* `symmetric_part` is applied with `hP` twice, and `linear_combination h / 2` is the division.

```lean
/-- The diagonal element `∫ P K P` on `[a,b]`, `a > 0`, is the Darwin integral `∫ D P²` minus the
surface term `(α²/8) [V' P²]`; both integrands are integrable. -/
theorem expectation_boundary (α : ℝ) (ha : 0 < a) (hab : a ≤ b) (hV : C1On V V' a b)
    (hV' : C1On V' V'' a b) (hP : C1On P P' a b) :
    IntegrableOn (fun r => P r * khOp α V P r) (Ioo a b) ∧
    IntegrableOn (fun r => darwinPot α V r * P r ^ 2) (Ioo a b) ∧
    ∫ r in Ioo a b, P r * khOp α V P r = (∫ r in Ioo a b, darwinPot α V r * P r ^ 2)
      - α ^ 2 / 8 * (V' b * P b ^ 2 - V' a * P a ^ 2) := by
  obtain ⟨i1, i2, h⟩ := symmetric_part α ha hab hV hV' hP hP
  simp only [← pow_two] at i2
  simp only [← two_mul, integral_const_mul, ← pow_two] at h
  refine ⟨?_, i2, by linear_combination h / 2⟩
  exact (i1.const_mul (1 / 2 : ℝ)).congr (Eventually.of_forall fun r => by beta_reduce; ring)
```

## (c) Vanishing boundary values

*Task.* If also $P(a) = P(b) = 0$, show
$$-\frac{\alpha^2}{4}\int_a^b V'\left(P' - \frac{P}{r}\right)P\,dr = \frac{\alpha^2}{8}\int_a^b \left(V'' + \frac{2V'}{r}\right)P^2\,dr .$$

*Solution.* In (b), $V'(a)$ and $V'(b)$ are finite and multiply $P(a)^2 = P(b)^2 = 0$, so the surface term vanishes.

*Check.* The equation of `expectation_boundary` is rewritten with `h0` and `h1`. The statement is an equality of two integrals for one function $P$ on an interval away from the origin, not an equality of the operators $K$ and $D$.

```lean
/-- For `V` in C², `P` in C¹ on `[a,b]`, `a > 0`, `P(a) = P(b) = 0`, the unnormalised diagonal element of
the `V' d/dr` term equals that of the Darwin potential. -/
theorem kh_eq_darwin (α : ℝ) (ha : 0 < a) (hab : a ≤ b) (hV : C1On V V' a b)
    (hV' : C1On V' V'' a b) (hP : C1On P P' a b) (h0 : P a = 0) (h1 : P b = 0) :
    ∫ r in Ioo a b, P r * khOp α V P r = ∫ r in Ioo a b, darwinPot α V r * P r ^ 2 := by
  rw [(expectation_boundary α ha hab hV hV' hP).2.2, h0, h1]
  ring
```

## (d) Derivatives of the Coulomb potential

*Task.* For any real $Z$ and $r \ne 0$, show that $V = -Z/r$ has $V' = Z/r^2$, $V'' = -2Z/r^3$ and $V'' + 2V'/r = 0$.

*Solution.* $(-Zr^{-1})' = Zr^{-2}$ and $(Zr^{-2})' = -2Zr^{-3}$. Then $V'' + 2V'/r = -2Z/r^3 + 2Z/r^3 = 0$.

*Check.* `h1` and `h2` are the quotient rule. `ev` says that `deriv (coulomb Z)` equals $Z/s^2$ for $s$ near $r$, which is needed to differentiate it again.

```lean
/-- Away from the nucleus the Coulomb potential has `V' = Z/r²`, `V'' = -2Z/r³` and vanishing
radial Laplacian. -/
theorem coulomb_derivs (Z : ℝ) {r : ℝ} (hr : r ≠ 0) :
    HasDerivAt (coulomb Z) (Z / r ^ 2) r ∧ HasDerivAt (fun s => Z / s ^ 2) (-2 * Z / r ^ 3) r ∧
    radialLaplacian (coulomb Z) r = 0 := by
  have h1 : ∀ s : ℝ, s ≠ 0 → HasDerivAt (coulomb Z) (Z / s ^ 2) s := fun s hs =>
    ((hasDerivAt_const s (-Z)).fun_div (hasDerivAt_id' s) hs).congr_deriv (by ring)
  have hsq : HasDerivAt (fun s : ℝ => s ^ 2) (2 * r) r := by simpa using hasDerivAt_pow 2 r
  have h2 : HasDerivAt (fun s => Z / s ^ 2) (-2 * Z / r ^ 3) r :=
    ((hasDerivAt_const r Z).fun_div hsq (pow_ne_zero 2 hr)).congr_deriv (by field_simp; ring)
  have ev : deriv (coulomb Z) =ᶠ[𝓝 r] fun s => Z / s ^ 2 := by
    filter_upwards [eventually_ne_nhds hr] with s hs using (h1 s hs).deriv
  refine ⟨h1 r hr, h2, ?_⟩
  rw [radialLaplacian, ev.deriv_eq, h2.deriv, (h1 r hr).deriv]
  ring
```

## (e) The Coulomb potential on a shell

*Task.* For $V = -Z/r$, $0 < a \le b$ and $P \in C^1$ on $[a,b]$, show
$$\int_a^b PKP\,dr = -\frac{\alpha^2 Z}{8}\left[\left(\frac{P}{r}\right)^2\right]_a^b .$$

*Solution.* By (d), $V$ is $C^2$ on the shell and $D = 0$ there. In (b) only the surface term remains, with $V'P^2 = Z(P/r)^2$.

*Check.* `hV` and `hV'` assemble the two `C1On` facts from `coulomb_derivs`, and `z` is $\int_a^b DP^2 dr = 0$.

```lean
/-- For `V = -Z/r` on a shell `[a,b]`, `a > 0`, the integral `∫ P K P` of the `V' d/dr` term is
the surface term `-(α² Z/8) [(P/r)²]`. -/
theorem coulomb_shell (α Z : ℝ) (ha : 0 < a) (hab : a ≤ b) (hP : C1On P P' a b) :
    ∫ r in Ioo a b, P r * khOp α (coulomb Z) P r
      = -(α ^ 2 * Z / 8) * ((P b / b) ^ 2 - (P a / a) ^ 2) := by
  have d := fun r (hr : r ∈ Icc a b) => coulomb_derivs Z (ha.trans_le hr.1).ne'
  have h3 : ∀ r ∈ Icc a b, r ^ 3 ≠ 0 := fun r hr => pow_ne_zero 3 (ha.trans_le hr.1).ne'
  have c1 : ContinuousOn (fun s => Z / s ^ 2) (Icc a b) :=
    fun r hr => (d r hr).2.1.continuousAt.continuousWithinAt
  have hV : C1On (coulomb Z) (fun s => Z / s ^ 2) a b :=
    ⟨fun r hr => (d r hr).1.continuousAt.continuousWithinAt, c1,
      fun r hr => (d r (Ioo_subset_Icc_self hr)).1⟩
  have hV' : C1On (fun s => Z / s ^ 2) (fun s => -2 * Z / s ^ 3) a b :=
    ⟨c1, by fun_prop (disch := assumption), fun r hr => (d r (Ioo_subset_Icc_self hr)).2.1⟩
  have z : ∫ r in Ioo a b, darwinPot α (coulomb Z) r * P r ^ 2 = 0 :=
    setIntegral_eq_zero_of_forall_eq_zero fun r hr => by
      simp [darwinPot, (d r (Ioo_subset_Icc_self hr)).2.2]
  rw [(expectation_boundary α ha hab hV hV' hP).2.2, z]
  ring
```

An easy mistake is to use (c) on $(0,\infty)$: there $P(0) = 0$, $D = 0$ for all $r > 0$, and the integral would seem to be zero. Part (c) requires $a > 0$ and a continuous $V'$ at $a$. For the Coulomb potential $V'$ grows like $1/r^2$, and the value of $V'P^2$ at the inner radius is $Z\,g(a)^2$, which for $g$ continuous at 0 tends to $Z\,g(0)^2$ as $a \to 0$, although $P(a) \to 0$.

## (f) The Coulomb density in terms of $g$

*Task.* For $V = -Z/r$, $P = rg$, $r \ne 0$ and $g$ differentiable at $r$, show $PKP = -\frac{\alpha^2 Z}{4}\,g\,g'$ at $r$.

*Solution.* $P' = g + rg'$ and $P/r = g$, so $P' - P/r = rg'$. Then
$$PKP = rg\cdot\left(-\frac{\alpha^2}{4}\right)\frac{Z}{r^2}\cdot rg' = -\frac{\alpha^2 Z}{4}\,g\,g' .$$

*Check.* The number `y` is $g'(r)$, and $P$ appears as `fun s => s * g s`. `hP` is the product rule, and `field_simp` cancels the powers of $r$.

```lean
/-- For `V = -Z/r` and `P = r g`, the density `P K P` at `r ≠ 0` is `-(α² Z/4) g g'`. -/
theorem coulomb_density (α Z : ℝ) {r y : ℝ} (hr : r ≠ 0) (hg : HasDerivAt g y r) :
    r * g r * khOp α (coulomb Z) (fun s => s * g s) r = -(α ^ 2 * Z / 4) * (g r * y) := by
  have hP : HasDerivAt (fun s => s * g s) (1 * g r + r * y) r := (hasDerivAt_id' r).fun_mul hg
  simp only [khOp, (coulomb_derivs Z hr).1.deriv, hP.deriv]
  field_simp
  ring
```

## (g) The integral over the half-line

*Task.* Let $g$ be continuous from the right at 0 and differentiable on $(0,\infty)$, with $gg'$ integrable there and $g \to 0$ as $r \to \infty$. Show that $PKP$ is integrable on $(0,\infty)$ and
$$\int_0^\infty PKP\,dr = \frac{\alpha^2 Z}{8}\,g(0)^2 .$$

*Solution.* By (f), $PKP$ is a constant multiple of $gg'$, hence integrable. Also $gg' = \frac12 (g^2)'$, so $PKP = \left(-\frac{\alpha^2 Z}{8}g^2\right)'$. The integral is the limit at infinity, 0, minus the value at 0, which is $-\frac{\alpha^2 Z}{8}g(0)^2$.

*Check.* The hypotheses are `hc`, `hg`, `hi`, `hl` in this order, and `Ioi 0` is $(0,\infty)$. Continuity of $g'$ is not required, so a $C^1$ function on $[0,\infty)$ with `hi` and `hl` is a special case. These properties are assumed of $g$ and not derived from a radial equation; `hc` excludes a $g$ that diverges at the nucleus. `e` is (f) at every $r > 0$, and `integral_Ioi_of_hasDerivAt_of_tendsto` is the fundamental theorem on a half-line. The proof does not pass through the limit of (e).

```lean
/-- For `V = -Z/r`, `P = r g`, `g` right-continuous at 0, differentiable on `(0,∞)`, `g g'`
integrable and `g → 0`: `P K P` is integrable on `(0,∞)` with integral `α² Z g(0)²/8`. -/
theorem coulomb_darwin (α Z : ℝ) (hc : ContinuousWithinAt g (Ici 0) 0)
    (hg : ∀ r ∈ Ioi (0 : ℝ), HasDerivAt g (g' r) r)
    (hi : IntegrableOn (fun r => g r * g' r) (Ioi 0)) (hl : Tendsto g atTop (𝓝 0)) :
    IntegrableOn (fun r => r * g r * khOp α (coulomb Z) (fun s => s * g s) r) (Ioi 0) ∧
    ∫ r in Ioi 0, r * g r * khOp α (coulomb Z) (fun s => s * g s) r = α ^ 2 * Z * g 0 ^ 2 / 8 := by
  have e : EqOn (fun r => r * g r * khOp α (coulomb Z) (fun s => s * g s) r)
      (fun r => -(α ^ 2 * Z / 4) * (g r * g' r)) (Ioi 0) :=
    fun r hr => coulomb_density α Z (ne_of_gt hr) (hg r hr)
  have i : IntegrableOn (fun r => -(α ^ 2 * Z / 4) * (g r * g' r)) (Ioi 0) := hi.const_mul _
  refine ⟨i.congr_fun e.symm measurableSet_Ioi, ?_⟩
  -- the density is the derivative of -(α² Z/8) g²
  have h := integral_Ioi_of_hasDerivAt_of_tendsto (f := fun r => -(α ^ 2 * Z / 8) * (g r * g r))
    ((hc.tendsto.mul hc.tendsto).const_mul _)
    (fun r hr => (((hg r hr).fun_mul (hg r hr)).const_mul _).congr_deriv (by ring))
    i ((hl.mul hl).const_mul _)
  rw [setIntegral_congr_fun measurableSet_Ioi e, h]
  ring
```

The same argument applies to two functions $P = rg$, $Q = rh$. The symmetrised density is $-\frac{\alpha^2 Z}{4}(gh)'$, and under corresponding conditions on $gh$ half of its integral is $\frac{\alpha^2 Z}{8}g(0)h(0)$; this off-diagonal version is not among the Lean theorems.

## (h) Contact form

*Task.* Under the hypotheses of (g), write the result as $\frac{\alpha^2}{8}\cdot 4\pi Z\cdot\psi(0)^2$ with $\psi(0) = g(0)/\sqrt{4\pi}$.

*Solution.* $\psi(0)^2 = g(0)^2/(4\pi)$, so $\frac{\alpha^2}{8}\cdot 4\pi Z\cdot g(0)^2/(4\pi) = \frac{\alpha^2 Z}{8}g(0)^2$, the value in (g). For an s orbital $\psi = g\,Y_{00}$ with the spherical harmonic $Y_{00} = 1/\sqrt{4\pi}$, this is the number that the textbook rule $\nabla^2(-Z/r) = 4\pi Z\,\delta^3(\mathbf r)$ assigns to the Darwin term.

*Check.* The theorem rewrites the value from `coulomb_darwin` with `div_pow` and `Real.sq_sqrt` and cancels $4\pi$. It is an identity between real numbers; no distribution and no three-dimensional integral appears in it.

```lean
/-- Contact form: the same integral is `(α²/8) 4πZ ψ(0)²` with `ψ(0) = g(0)/√(4π)`. -/
theorem coulomb_contact (α Z : ℝ) (hc : ContinuousWithinAt g (Ici 0) 0)
    (hg : ∀ r ∈ Ioi (0 : ℝ), HasDerivAt g (g' r) r)
    (hi : IntegrableOn (fun r => g r * g' r) (Ioi 0)) (hl : Tendsto g atTop (𝓝 0)) :
    ∫ r in Ioi 0, r * g r * khOp α (coulomb Z) (fun s => s * g s) r
      = α ^ 2 / 8 * (4 * Real.pi * Z) * (g 0 / √(4 * Real.pi)) ^ 2 := by
  have hpi := Real.pi_ne_zero
  rw [(coulomb_darwin α Z hc hg hi hl).2, div_pow, Real.sq_sqrt (by positivity)]
  field_simp
```

## (i) The 1s orbital

*Task.* For $Z > 0$ and $g = g_{1s}$, show $\int_0^\infty PKP\,dr = \alpha^2 Z^4/2$.

*Solution.* $g' = -Zg$ everywhere, so $g$ is continuous at 0. The product $gg' = -4Z^4e^{-2Zr}$ is integrable on $(0,\infty)$ and $g \to 0$, both because $Z > 0$. By (g), with $g(0)^2 = 4Z^3$, the integral is $\alpha^2 Z\cdot 4Z^3/8 = \alpha^2 Z^4/2$. The prefactor $2Z^{3/2}$ is the usual one for $\int_0^\infty r^2g^2\,dr = 1$, so this is the first-order Darwin shift, in hartree, of a hydrogen-like 1s level with a point nucleus.

*Check.* `hd` is $g' = -Zg$. `hi` compares $gg'$ with a multiple of $e^{-2Zr}$ through `he` and `exp_neg_integrableOn_Ioi`, and `hl` is the decay at infinity. `Real.sq_sqrt hZ.le` turns $(\sqrt Z)^2$ into $Z$ before the final `ring`.

```lean
/-- For the 1s radial factor with `Z > 0` the integral of `P K P` over `(0,∞)` is `α² Z⁴/2`. -/
theorem darwin_1s (α : ℝ) {Z : ℝ} (hZ : 0 < Z) :
    ∫ r in Ioi 0, r * g1s Z r * khOp α (coulomb Z) (fun s => s * g1s Z s) r
      = α ^ 2 * Z ^ 4 / 2 := by
  have hd : ∀ r, HasDerivAt (g1s Z) (-Z * g1s Z r) r := fun r =>
    (((hasDerivAt_id' r).const_mul (-Z)).exp.const_mul (2 * Z * √Z)).congr_deriv
      (by unfold g1s; ring)
  have hi : IntegrableOn (fun r => g1s Z r * (-Z * g1s Z r)) (Ioi 0) := by
    refine ((exp_neg_integrableOn_Ioi 0 (b := 2 * Z) (by positivity)).const_mul
      (-Z * (2 * Z * √Z) ^ 2)).congr (Eventually.of_forall fun r => ?_)
    have he : Real.exp (-(2 * Z) * r) = Real.exp (-Z * r) * Real.exp (-Z * r) := by
      rw [← Real.exp_add]; congr 1; ring
    simp only [g1s, he]
    ring
  have hl : Tendsto (g1s Z) atTop (𝓝 0) := by
    have h := (Real.tendsto_exp_atBot.comp
      (tendsto_id.const_mul_atTop_of_neg (neg_lt_zero.2 hZ))).const_mul (2 * Z * √Z)
    rw [mul_zero] at h
    exact h
  rw [(coulomb_darwin α Z (g' := fun r => -Z * g1s Z r) (hd 0).continuousAt.continuousWithinAt
    (fun r _ => hd r) hi hl).2]
  simp only [g1s, mul_zero, Real.exp_zero, mul_one, mul_pow, Real.sq_sqrt hZ.le]
  ring

end

end RadialDarwin
```

```lean
#print axioms RadialDarwin.kh_eq_darwin
-- 'RadialDarwin.kh_eq_darwin' depends on axioms: [propext, Classical.choice, Quot.sound]
#print axioms RadialDarwin.coulomb_shell
-- 'RadialDarwin.coulomb_shell' depends on axioms: [propext, Classical.choice, Quot.sound]
#print axioms RadialDarwin.coulomb_contact
-- 'RadialDarwin.coulomb_contact' depends on axioms: [propext, Classical.choice, Quot.sound]
#print axioms RadialDarwin.darwin_1s
-- 'RadialDarwin.darwin_1s' depends on axioms: [propext, Classical.choice, Quot.sound]
```
